# At fixed n e²/m, the integrated real part of the Drude conductivity is the same for every relaxation time τ > 0

## Two relaxation times, one area

Consider a metal in which a current, once started, decays as exp(-t/τ), where t is the time and τ the relaxation time. Let n be the density of the carriers, e their charge and m their mass, and choose units in which n e²/m = 1. For τ = 1, the real part of the conductivity σ at angular frequency ω is

Re σ(ω) = 1/(1 + ω²),

and its integral over ω > 0 is π/2. Now double the relaxation time. The real part becomes

Re σ(ω) = 2/(1 + 4ω²),

which is twice as high at ω = 0 and half as wide. The substitution u = 2ω turns its integral into the previous one, so the area is again π/2.

Slower relaxation therefore moves the response towards low frequencies without changing its total. The same holds for every τ > 0, and with the prefactor restored the area is π n e²/(2m).

## Inertia, friction and an oscillating field

The Drude model describes the current density j of the carriers by one equation of motion. In a field E exp(-iωt) with complex amplitude E, and with i the imaginary unit, it reads

dj/dt = (n e²/m) E exp(-iωt) - j/τ.

The first term on the right is the acceleration of the charges by the field. The second is friction: collisions with impurities, phonons or other scatterers destroy the drift at the rate 1/τ. That one constant τ describes all of this scattering, whatever the frequency, is a postulate of the model.

A short unit pulse of field starts a current n e²/m, which then decays as exp(-t/τ). An oscillating field is a succession of such pulses, and adding up their decaying responses gives the conductivity

σ(ω) = (n e²/m) ∫ exp(-t/τ) exp(iωt) dt, over t > 0.

The real part of σ belongs to the current in phase with the field, and so measures absorption.

## The sum rule and its Lean form

For τ > 0 and m ≠ 0 the main result is

m ∫ Re σ(ω) dω = π n e²/2, over ω > 0.

In Lean, `relaxation τ t` is the decay factor exp(-t/τ), and `conductivity n e m τ ω` is n e²/m times the time integral above. The conductivity is thus defined by the response to a pulse, and its closed form is a theorem. The parameters are real numbers and the conductivity is complex. The letter `e` is the charge; exponentials are written `Real.exp` and `Complex.exp`. The set `Ioi 0` is the open half-line of positive numbers, used for times and for frequencies.

The field varies as exp(-iωt), so exp(+iωt) appears in the transform and the imaginary part of σ is positive for positive ω and n e²/m. The frequency ω is angular, and the integral runs over positive frequencies only.

The theorem `f_sum_rule` has two parts. The first says that Re σ is integrable over positive frequencies; the second gives the integral multiplied by m. The hypothesis `hτ : 0 < τ` expresses that the current decays. The hypothesis `hm : m ≠ 0` gives the carriers inertia. It is needed because Lean sets division by zero to zero, so that at m = 0 the left side would vanish while the right side need not. No sign is imposed on n, e or m, although a physical density and mass are positive.

The exponential decay is assumed and not derived from a scattering mechanism. The conductivity is a scalar, as for an isotropic metal in a uniform field, and there are no interband transitions and no magnetic field.

No commutator enters the argument. When n counts all the electrons and m is the free-electron mass, the area found for this classical model agrees with the general f-sum rule, which rests on the commutator of position and momentum; the agreement is not a proof of that rule. When a Drude term with a single relaxation time represents the intraband response in an electronic-structure calculation, changing τ at fixed n e²/m redistributes the weight of that term and leaves its total unchanged.

## From exponential decay to a complex conductivity

The two exponentials in the time integral combine into exp(at), with the complex rate

a = -1/τ + iω.

The modulus of exp(at) is exp(-t/τ), which is integrable over t > 0 because τ > 0. Up to a finite time T,

∫ exp(at) dt = (exp(aT) - 1)/a, from 0 to T.

As T grows, exp(aT) tends to zero, and the integral over all positive times is

-1/a = 1/(1/τ - iω) = τ/(1 - iωτ).

The denominator has real part 1, so it never vanishes at a real frequency. The conductivity is therefore

σ(ω) = (n e²/m) τ/(1 - iωτ).

To check this against the equation of motion, multiply by 1/τ - iω, which gives

σ(ω) (1/τ - iω) = n e²/m.

For the current j = σ(ω) E exp(-iωt) the time derivative is -iω j. Multiplying the last identity by E exp(-iωt) gives

j/τ - iω j = (n e²/m) E exp(-iωt),

which is the equation of motion with the friction term moved to the left.

## From the Lorentzian to a quarter turn

Multiplying numerator and denominator by 1 + iωτ separates the real and imaginary parts:

τ/(1 - iωτ) = τ/(1 + (ωτ)²) + i ωτ²/(1 + (ωτ)²).

Hence the real part of the conductivity is a Lorentzian,

Re σ(ω) = (n e²/m) τ/(1 + (ωτ)²).

By the chain rule,

d/dω arctan(ωτ) = τ/(1 + (ωτ)²).

Since arctan(0) = 0, integration up to a cutoff frequency Ω gives

∫ Re σ(ω) dω = (n e²/m) arctan(Ωτ), from 0 to Ω.

The relaxation time enters only through the product Ωτ. As Ω tends to infinity, so does Ωτ, for any τ > 0, and the arctangent tends to π/2. The integral over all positive frequencies is then

(n e²/m) π/2 = π n e²/(2m),

and multiplication by m gives the sum rule.

At the cutoff Ω = 1/τ the arctangent is arctan(1) = π/4. The weight below the relaxation rate is π n e²/(4m), half of the total. For a Drude conductivity with a single relaxation time, the formula with finite Ω also tells how much of the weight a spectrum computed or measured only up to Ω can contain.

## The Drude sum rule in Lean

```lean
import Mathlib

open MeasureTheory Set Filter Topology
open Complex (I)
open scoped Real

namespace DrudeSumRule

noncomputable section

/-- The current response at time `t` after a unit kick, relative to its initial value:
exponential decay with relaxation time `τ`. -/
def relaxation (τ t : ℝ) : ℝ := Real.exp (-t / τ)

/-- The ac Drude conductivity: `n e² / m` times the one-sided Fourier transform of the
relaxation function. -/
def conductivity (n e m τ ω : ℝ) : ℂ :=
  ((n * e ^ 2 / m : ℝ) : ℂ) *
    ∫ t in Ioi (0 : ℝ), (relaxation τ t : ℂ) * Complex.exp (I * ω * t)

/-- The Drude denominator `1 - iωτ` does not vanish at any real frequency. -/
theorem denominator_ne_zero (τ ω : ℝ) : (1 : ℂ) - I * ω * τ ≠ 0 := by
  intro h
  have h' := congrArg Complex.re h
  simp at h'

/-- The relaxation function times `exp(iωt)` is integrable over positive times, and its
integral is `τ / (1 - iωτ)`. -/
theorem relaxation_transform {τ : ℝ} (hτ : 0 < τ) (ω : ℝ) :
    IntegrableOn (fun t : ℝ => (relaxation τ t : ℂ) * Complex.exp (I * ω * t)) (Ioi 0) ∧
    ∫ t in Ioi (0 : ℝ), (relaxation τ t : ℂ) * Complex.exp (I * ω * t)
      = τ / (1 - I * ω * τ) := by
  -- the two exponentials combine into one with a decaying complex rate
  have hker : ∀ t : ℝ, (relaxation τ t : ℂ) * Complex.exp (I * ω * t)
      = Complex.exp ((((-(1 / τ) : ℝ) : ℂ) + (ω : ℂ) * I) * t) := by
    intro t
    unfold relaxation
    rw [Complex.ofReal_exp, ← Complex.exp_add]
    congr 1
    push_cast
    ring
  have hre : (((-(1 / τ) : ℝ) : ℂ) + (ω : ℂ) * I).re < 0 := by
    rw [Complex.add_re, Complex.ofReal_re, Complex.re_ofReal_mul, Complex.I_re]
    have : 0 < 1 / τ := by positivity
    linarith
  have ha : ((-(1 / τ) : ℝ) : ℂ) + (ω : ℂ) * I ≠ 0 := by
    intro h
    rw [h] at hre
    simp at hre
  simp only [hker]
  refine ⟨integrableOn_exp_mul_complex_Ioi hre 0, ?_⟩
  rw [integral_exp_mul_complex_Ioi hre 0]
  simp only [Complex.ofReal_zero, mul_zero, Complex.exp_zero]
  rw [div_eq_div_iff ha (denominator_ne_zero τ ω)]
  have hc : (τ : ℂ) * (1 / (τ : ℂ)) = 1 :=
    mul_one_div_cancel (Complex.ofReal_ne_zero.mpr hτ.ne')
  push_cast
  linear_combination hc

/-- In a field `E exp(-iωt)` the current `σ(ω) E exp(-iωt)` obeys the Drude equation of motion
`dj/dt = (n e² / m) E exp(-iωt) - j / τ`. -/
theorem current_equation_of_motion (n e m : ℝ) {τ : ℝ} (hτ : 0 < τ) (ω : ℝ) (E : ℂ) (t : ℝ) :
    HasDerivAt (fun s : ℝ => conductivity n e m τ ω * E * Complex.exp (-(I * ω) * s))
      (((n * e ^ 2 / m : ℝ) : ℂ) * E * Complex.exp (-(I * ω) * t)
        - conductivity n e m τ ω * E * Complex.exp (-(I * ω) * t) / τ) t := by
  -- the conductivity balances inertia, friction and drive
  have hs : conductivity n e m τ ω * ((τ : ℂ)⁻¹ - I * ω) = ((n * e ^ 2 / m : ℝ) : ℂ) := by
    unfold conductivity
    rw [(relaxation_transform hτ ω).2]
    have hq : (τ : ℂ) / (1 - I * ω * τ) * (1 - I * ω * τ) = τ :=
      div_mul_cancel₀ _ (denominator_ne_zero τ ω)
    have hc : (τ : ℂ) * (τ : ℂ)⁻¹ = 1 := mul_inv_cancel₀ (Complex.ofReal_ne_zero.mpr hτ.ne')
    generalize (τ : ℂ) / (1 - I * ω * τ) = q at hq ⊢
    generalize ((n * e ^ 2 / m : ℝ) : ℂ) = D
    linear_combination D * (τ : ℂ)⁻¹ * hq + (D * q * I * ω + D) * hc
  have h0 : HasDerivAt (fun s : ℝ => (s : ℂ)) 1 t := by
    simpa using (hasDerivAt_id t).ofReal_comp
  refine ((h0.const_mul (-(I * ω))).cexp.const_mul
    (conductivity n e m τ ω * E)).congr_deriv ?_
  linear_combination E * Complex.exp (-(I * ω) * t) * hs

/-- The real part of the Drude conductivity is the Lorentzian
`(n e² / m) τ / (1 + (ωτ)²)`. -/
theorem conductivity_re (n e m : ℝ) {τ : ℝ} (hτ : 0 < τ) (ω : ℝ) :
    (conductivity n e m τ ω).re = n * e ^ 2 / m * (τ / (1 + (ω * τ) ^ 2)) := by
  unfold conductivity
  rw [(relaxation_transform hτ ω).2, Complex.re_ofReal_mul]
  congr 1
  have hr : τ / (1 + (ω * τ) ^ 2) * (1 + (ω * τ) ^ 2) = τ :=
    div_mul_cancel₀ _ (by positivity)
  generalize τ / (1 + (ω * τ) ^ 2) = r at hr ⊢
  have hc : (r : ℂ) * (1 + ((ω : ℂ) * τ) ^ 2) = τ := by exact_mod_cast hr
  -- split into real and imaginary parts
  have hsplit : (τ : ℂ) / (1 - I * ω * τ) = (r : ℂ) + ((r * (ω * τ) : ℝ) : ℂ) * I := by
    rw [div_eq_iff (denominator_ne_zero τ ω)]
    push_cast
    linear_combination -hc + (r : ℂ) * ((ω : ℂ) * τ) ^ 2 * Complex.I_sq
  rw [hsplit, Complex.add_re, Complex.ofReal_re, Complex.re_ofReal_mul, Complex.I_re,
    mul_zero, add_zero]

/-- The Lorentzian `τ / (1 + (ωτ)²)` is the frequency derivative of `arctan (ωτ)`. -/
theorem hasDerivAt_arctan_mul (τ ω : ℝ) :
    HasDerivAt (fun x : ℝ => Real.arctan (x * τ)) (τ / (1 + (ω * τ) ^ 2)) ω :=
  (hasDerivAt_mul_const τ).arctan.congr_deriv (by ring)

/-- Partial sum rule: the real part of the conductivity integrated from zero up to a cutoff
frequency `Ω` is `(n e² / m) arctan (Ωτ)`. -/
theorem partial_sum_rule (n e m : ℝ) {τ : ℝ} (hτ : 0 < τ) (Ω : ℝ) :
    ∫ ω in (0 : ℝ)..Ω, (conductivity n e m τ ω).re
      = n * e ^ 2 / m * Real.arctan (Ω * τ) := by
  simp only [conductivity_re n e m hτ]
  have hcont : Continuous (fun ω : ℝ => τ / (1 + (ω * τ) ^ 2)) :=
    Continuous.div continuous_const (by fun_prop) (fun ω => by positivity)
  rw [intervalIntegral.integral_const_mul,
    intervalIntegral.integral_eq_sub_of_hasDerivAt
      (fun ω _ => hasDerivAt_arctan_mul τ ω) (hcont.intervalIntegrable 0 Ω)]
  simp

/-- The f-sum rule for the Drude conductivity: its real part is integrable over positive
frequencies, and the integral times `m` is `π n e² / 2` for every relaxation time `τ > 0`. -/
theorem f_sum_rule (n e : ℝ) {m τ : ℝ} (hm : m ≠ 0) (hτ : 0 < τ) :
    IntegrableOn (fun ω : ℝ => (conductivity n e m τ ω).re) (Ioi 0) ∧
    m * ∫ ω in Ioi (0 : ℝ), (conductivity n e m τ ω).re = π * n * e ^ 2 / 2 := by
  simp only [conductivity_re n e m hτ]
  -- the antiderivative tends to a quarter turn, whatever the value of τ
  have hlim : Tendsto (fun ω : ℝ => Real.arctan (ω * τ)) atTop (𝓝 (π / 2)) :=
    (Real.tendsto_arctan_atTop.mono_right nhdsWithin_le_nhds).comp
      (tendsto_id.atTop_mul_const hτ)
  have hpos : ∀ ω ∈ Ioi (0 : ℝ), 0 ≤ τ / (1 + (ω * τ) ^ 2) := fun ω _ => by positivity
  have hint : IntegrableOn (fun ω : ℝ => τ / (1 + (ω * τ) ^ 2)) (Ioi 0) :=
    integrableOn_Ioi_deriv_of_nonneg' (fun ω _ => hasDerivAt_arctan_mul τ ω) hpos hlim
  have hval : ∫ ω in Ioi (0 : ℝ), τ / (1 + (ω * τ) ^ 2) = π / 2 := by
    rw [integral_Ioi_of_hasDerivAt_of_nonneg'
      (fun ω _ => hasDerivAt_arctan_mul τ ω) hpos hlim]
    simp
  refine ⟨hint.const_mul _, ?_⟩
  rw [integral_const_mul, hval]
  have h : m * (n * e ^ 2 / m) = n * e ^ 2 := by field_simp
  linear_combination (π / 2) * h

/-- The real part of the conductivity integrated from zero to the relaxation rate `1/τ`,
times `m`, is `π n e² / 4`. -/
theorem weight_below_relaxation_rate (n e : ℝ) {m τ : ℝ} (hm : m ≠ 0) (hτ : 0 < τ) :
    m * ∫ ω in (0 : ℝ)..(1 / τ), (conductivity n e m τ ω).re = π * n * e ^ 2 / 4 := by
  rw [partial_sum_rule n e m hτ, one_div_mul_cancel hτ.ne', Real.arctan_one]
  have h : m * (n * e ^ 2 / m) = n * e ^ 2 := by field_simp
  linear_combination (π / 4) * h

end

end DrudeSumRule
```

```lean
#print axioms DrudeSumRule.current_equation_of_motion
#print axioms DrudeSumRule.f_sum_rule
#print axioms DrudeSumRule.weight_below_relaxation_rate
```

```
'DrudeSumRule.current_equation_of_motion' depends on axioms: [propext, Classical.choice, Quot.sound]
'DrudeSumRule.f_sum_rule' depends on axioms: [propext, Classical.choice, Quot.sound]
'DrudeSumRule.weight_below_relaxation_rate' depends on axioms: [propext, Classical.choice, Quot.sound]
```

## The time integral and the equation of motion

The lemma `denominator_ne_zero` takes real parts of the supposed equation 1 - iωτ = 0 and obtains 1 = 0. Later proofs use it whenever they clear this denominator.

In `relaxation_transform`, the step `hker` combines the two exponentials into exp(at). The step `hre` shows that the real part of a is negative, and `ha` concludes that a is not zero. Mathlib's results on complex exponentials over a half-line then supply the integrability and the value -exp(0)/a. What remains is the equality of -1/a and τ/(1 - iωτ). Cross-multiplication with `div_eq_div_iff` turns it into a polynomial identity that needs only τ · (1/τ) = 1, the fact named `hc`.

The theorem `current_equation_of_motion` first proves, as `hs`, the balance σ(ω)(1/τ - iω) = n e²/m. The chain rule differentiates the oscillating current, and `linear_combination` multiplies `hs` by E exp(-iωt) to match the derivative with the right side of the equation of motion. The theorem confirms that the driven current is a solution at every time t. It does not treat transients, which depend on how the field was switched on.

## The real part and the frequency integral

The proof of `conductivity_re` calls the Lorentzian r and shows, in `hsplit`, that

τ/(1 - iωτ) = r + i r ωτ.

This is the separation made above with the factor 1 + iωτ, but it is checked in the opposite direction: the proposed right side is multiplied by 1 - iωτ, and i² = -1 reduces the product to τ. Since r and r ωτ are real, the real part can be read off.

The lemma `hasDerivAt_arctan_mul` is the chain rule for arctan(ωτ). In `partial_sum_rule`, the constant n e²/m comes out of the integral and the fundamental theorem of calculus gives the difference of the arctangent at the two ends. The continuity of the Lorentzian, `hcont`, provides the integrability on a bounded interval that this theorem asks for. The cutoff may be any real number; for negative Ω the integral has the usual reversed orientation.

For the infinite interval, `f_sum_rule` uses two facts. The limit `hlim` says that arctan(ωτ) tends to π/2 as ω grows, which is where the positivity of τ enters a second time. The bound `hpos` says that the Lorentzian is nonnegative. A nonnegative derivative whose antiderivative has a finite limit is integrable, and its integral is the limit minus the initial value. These two conclusions are `hint` and `hval`. Because the argument is applied to the Lorentzian without its prefactor, the sign of n e²/m plays no part. The prefactor is restored at the end, and `field_simp` cancels m by means of `hm`.

Finally, `weight_below_relaxation_rate` inserts Ω = 1/τ into the partial sum rule, simplifies (1/τ)τ to 1 and uses arctan(1) = π/4. The same cancellation of m then gives π n e²/4.
